# The Cayley rotation of a real antisymmetric matrix $K$ tends to $2P-1$ at infinite step length, with $P$ the orthogonal projection onto $\ker K$

The projection $P$ enters through its defining properties and not through a construction: any real symmetric idempotent matrix whose fixed vectors are exactly those annihilated by $K$ qualifies. For every such $P$, the Cayley rotation $C(s)=(1-sK)^{-1}(1+sK)$ converges to $2P-1$ as the real step length $s$ tends to $+\infty$.

```lean
import Mathlib

open Matrix Filter Topology

namespace CayleyInfiniteStep

variable {n : Type*} [Fintype n] [DecidableEq n]

/-- The Cayley orbital rotation with generator `K` and step length `s`. -/
noncomputable def cayley (K : Matrix n n ℝ) (s : ℝ) : Matrix n n ℝ :=
  (1 - s • K)⁻¹ * (1 + s • K)

/-- `P` is the orthogonal projection onto the kernel of `K`: it is symmetric and idempotent,
and the vectors it fixes are exactly those annihilated by `K`. -/
structure IsKernelProjection (K P : Matrix n n ℝ) : Prop where
  symm : Pᵀ = P
  idem : P * P = P
  range : ∀ v : n → ℝ, P *ᵥ v = v ↔ K *ᵥ v = 0

/-- For an antisymmetric generator the matrix `1 - sK` is invertible at every step length. -/
theorem isUnit_one_sub {K : Matrix n n ℝ} (hK : Kᵀ = -K) (s : ℝ) :
    IsUnit (1 - s • K).det := by
  rw [isUnit_iff_ne_zero]
  intro h0
  obtain ⟨v, hv, hMv⟩ := Matrix.exists_mulVec_eq_zero_iff.2 h0
  -- for a real vector `v`, antisymmetry of `K` makes `v ⬝ᵥ K *ᵥ v` vanish
  have hq : v ⬝ᵥ K *ᵥ v = 0 := by
    have h : v ⬝ᵥ K *ᵥ v = -(v ⬝ᵥ K *ᵥ v) := by
      calc v ⬝ᵥ K *ᵥ v = (v ᵥ* K) ⬝ᵥ v := Matrix.dotProduct_mulVec v K v
        _ = (Kᵀ *ᵥ v) ⬝ᵥ v := by rw [Matrix.mulVec_transpose]
        _ = -(v ⬝ᵥ K *ᵥ v) := by
          rw [hK, Matrix.neg_mulVec, neg_dotProduct, dotProduct_comm]
    linarith
  rw [Matrix.sub_mulVec, Matrix.one_mulVec, Matrix.smul_mulVec] at hMv
  have e : v = s • (K *ᵥ v) := sub_eq_zero.1 hMv
  have hvv : v ⬝ᵥ v = 0 := by
    calc v ⬝ᵥ v = v ⬝ᵥ (s • (K *ᵥ v)) := congrArg (fun w => v ⬝ᵥ w) e
      _ = 0 := by rw [dotProduct_smul, hq, smul_zero]
  exact hv (dotProduct_self_eq_zero.1 hvv)

/-- Every Cayley step with an antisymmetric generator is an orthogonal matrix. -/
theorem cayley_orthogonal {K : Matrix n n ℝ} (hK : Kᵀ = -K) (s : ℝ) :
    cayley K s * (cayley K s)ᵀ = 1 := by
  have hA := isUnit_one_sub hK s
  have hB : IsUnit (1 + s • K).det := by
    have h := isUnit_one_sub hK (-s)
    rwa [neg_smul, sub_neg_eq_add] at h
  have hT : (cayley K s)ᵀ = (1 - s • K) * (1 + s • K)⁻¹ := by
    rw [cayley, Matrix.transpose_mul, Matrix.transpose_nonsing_inv, Matrix.transpose_add,
      Matrix.transpose_sub, Matrix.transpose_one, Matrix.transpose_smul, hK, smul_neg,
      sub_neg_eq_add, ← sub_eq_add_neg]
  have comm : ∀ X : Matrix n n ℝ, (1 + X) * (1 - X) = (1 - X) * (1 + X) := by
    intro X
    noncomm_ring
  calc cayley K s * (cayley K s)ᵀ
      = (1 - s • K)⁻¹ * ((1 + s • K) * (1 - s • K)) * (1 + s • K)⁻¹ := by
        rw [hT, cayley]
        simp only [mul_assoc]
    _ = ((1 - s • K)⁻¹ * (1 - s • K)) * ((1 + s • K) * (1 + s • K)⁻¹) := by
        rw [comm]
        simp only [mul_assoc]
    _ = 1 := by rw [Matrix.nonsing_inv_mul _ hA, Matrix.mul_nonsing_inv _ hB, one_mul]

omit [DecidableEq n] in
/-- The generator and the projection onto its kernel multiply to zero in either order. -/
theorem kernelProjection_mul {K P : Matrix n n ℝ} (hK : Kᵀ = -K)
    (hP : IsKernelProjection K P) : K * P = 0 ∧ P * K = 0 := by
  have hKP : K * P = 0 := by
    ext i j
    -- each column of `P` is fixed by `P`, hence lies in the kernel
    have h1 : P *ᵥ (fun k => P k j) = fun k => P k j := by
      funext l
      exact congrFun (congrFun hP.idem l) j
    exact congrFun ((hP.range _).1 h1) i
  refine ⟨hKP, ?_⟩
  have h := congrArg Matrix.transpose hKP
  rwa [Matrix.transpose_mul, hP.symm, hK, Matrix.transpose_zero, mul_neg, neg_eq_zero] at h

/-- The matrix `K + P` is invertible, and `K` times its inverse is `1 - P`, the projection onto the
orthogonal complement of the kernel. -/
theorem mul_inv_add_projection {K P : Matrix n n ℝ} (hK : Kᵀ = -K)
    (hP : IsKernelProjection K P) :
    IsUnit (K + P).det ∧ K * (K + P)⁻¹ = 1 - P := by
  obtain ⟨-, hPK⟩ := kernelProjection_mul hK hP
  have hPM : P * (K + P) = P := by rw [mul_add, hPK, hP.idem, zero_add]
  have hu : IsUnit (K + P).det := by
    rw [isUnit_iff_ne_zero]
    intro h0
    obtain ⟨v, hv, hMv⟩ := Matrix.exists_mulVec_eq_zero_iff.2 h0
    have hPv : P *ᵥ v = 0 := by
      rw [← hPM, ← Matrix.mulVec_mulVec, hMv, Matrix.mulVec_zero]
    rw [Matrix.add_mulVec, hPv, add_zero] at hMv
    exact hv (((hP.range v).2 hMv).symm.trans hPv)
  refine ⟨hu, ?_⟩
  have hM := Matrix.mul_nonsing_inv (K + P) hu
  have hPG : P * (K + P)⁻¹ = P := by
    calc P * (K + P)⁻¹ = (P * (K + P)) * (K + P)⁻¹ := by rw [hPM]
      _ = P := by rw [mul_assoc, hM, mul_one]
  rw [add_mul, hPG] at hM
  exact eq_sub_of_add_eq hM

/-- Exact deviation of a Cayley step of nonzero length `s` from `2P - 1`. -/
theorem cayley_error {K P : Matrix n n ℝ} (hK : Kᵀ = -K)
    (hP : IsKernelProjection K P) {s : ℝ} (hs : s ≠ 0) :
    cayley K s - ((2 : ℝ) • P - 1) = s⁻¹ • ((cayley K s - 1) * (K + P)⁻¹) := by
  have hA := isUnit_one_sub hK s
  obtain ⟨hKP, -⟩ := kernelProjection_mul hK hP
  obtain ⟨-, hKG⟩ := mul_inv_add_projection hK hP
  have hAC : (1 - s • K) * cayley K s = 1 + s • K := by
    rw [cayley, ← mul_assoc, Matrix.mul_nonsing_inv _ hA, one_mul]
  -- multiply both sides by the invertible matrix `1 - sK`
  apply ((Matrix.isUnit_iff_isUnit_det _).2 hA).mul_left_cancel
  have hL : (1 - s • K) * (cayley K s - ((2 : ℝ) • P - 1)) = (2 : ℝ) • (1 - P) := by
    rw [mul_sub, hAC, mul_sub, mul_one, Matrix.mul_smul, sub_mul, one_mul,
      Matrix.smul_mul, hKP]
    module
  have hd : 1 + s • K - (1 - s • K) = (2 * s) • K := by module
  have h2 : s⁻¹ * (2 * s) = 2 := by field_simp
  rw [hL, Matrix.mul_smul, ← mul_assoc, mul_sub, hAC, mul_one, hd, Matrix.smul_mul, hKG,
    smul_smul, h2]

/-- Infinite-step Cayley limit: as the step length grows, the Cayley rotation converges to
`2P - 1`, with `P` the orthogonal projection onto the kernel of the generator. -/
theorem cayley_tendsto {K P : Matrix n n ℝ} (hK : Kᵀ = -K)
    (hP : IsKernelProjection K P) :
    Tendsto (fun s : ℝ => cayley K s) atTop (𝓝 ((2 : ℝ) • P - 1)) := by
  -- entries of an orthogonal matrix are bounded by one
  have hb : ∀ (s : ℝ) (i j : n), |cayley K s i j| ≤ 1 := by
    intro s i j
    have h := congrFun (congrFun (cayley_orthogonal hK s) i) i
    simp only [Matrix.mul_apply, Matrix.transpose_apply, Matrix.one_apply_eq] at h
    have h2 : cayley K s i j * cayley K s i j ≤ ∑ k, cayley K s i k * cayley K s i k :=
      Finset.single_le_sum (f := fun k => cayley K s i k * cayley K s i k)
        (fun k _ => mul_self_nonneg _) (Finset.mem_univ j)
    exact abs_le.2 ⟨by nlinarith, by nlinarith⟩
  refine tendsto_pi_nhds.2 fun i => tendsto_pi_nhds.2 fun j => ?_
  rw [tendsto_iff_norm_sub_tendsto_zero]
  have hlim : Tendsto (fun s : ℝ => s⁻¹ * ∑ k, 2 * |(K + P)⁻¹ k j|) atTop (𝓝 0) := by
    have h := (tendsto_inv_atTop_zero (𝕜 := ℝ)).mul_const (∑ k, 2 * |(K + P)⁻¹ k j|)
    rwa [zero_mul] at h
  -- the deviation is at most a constant divided by `s`
  refine squeeze_zero' (Eventually.of_forall fun s => norm_nonneg _) ?_ hlim
  filter_upwards [eventually_gt_atTop (0 : ℝ)] with s hs
  have he := congrFun (congrFun (cayley_error hK hP hs.ne') i) j
  rw [Matrix.sub_apply, Matrix.smul_apply, Matrix.mul_apply, smul_eq_mul] at he
  show ‖cayley K s i j - ((2 : ℝ) • P - 1 : Matrix n n ℝ) i j‖ ≤ _
  rw [he, Real.norm_eq_abs, abs_mul, abs_of_pos (inv_pos.2 hs)]
  refine mul_le_mul_of_nonneg_left ?_ (inv_pos.2 hs).le
  refine (Finset.abs_sum_le_sum_abs _ _).trans (Finset.sum_le_sum fun k _ => ?_)
  rw [abs_mul]
  refine mul_le_mul_of_nonneg_right ?_ (abs_nonneg _)
  have h1 := abs_le.1 (hb s i k)
  have h2 : 0 ≤ (1 : Matrix n n ℝ) i k ∧ (1 : Matrix n n ℝ) i k ≤ 1 := by
    rw [Matrix.one_apply]
    split_ifs <;> norm_num
  rw [Matrix.sub_apply, abs_le]
  constructor <;> linarith [h1.1, h1.2, h2.1, h2.2]

/-- An orbital with no component in the kernel of the generator is sent to its negative
in the limit of infinite step length. -/
theorem cayley_flips {K P : Matrix n n ℝ} (hK : Kᵀ = -K)
    (hP : IsKernelProjection K P) {v : n → ℝ} (hv : P *ᵥ v = 0) :
    Tendsto (fun s : ℝ => cayley K s *ᵥ v) atTop (𝓝 (-v)) := by
  have hc : Continuous fun M : Matrix n n ℝ => M *ᵥ v :=
    continuous_id.matrix_mulVec continuous_const
  have e : ((2 : ℝ) • P - 1) *ᵥ v = -v := by
    rw [Matrix.sub_mulVec, Matrix.smul_mulVec, hv, smul_zero, Matrix.one_mulVec, zero_sub]
  rw [← e]
  exact (hc.tendsto _).comp (cayley_tendsto hK hP)

/-- An orbital annihilated by the generator is left unchanged by every Cayley step. -/
theorem cayley_fixes {K : Matrix n n ℝ} (hK : Kᵀ = -K) (s : ℝ) {v : n → ℝ}
    (hv : K *ᵥ v = 0) : cayley K s *ᵥ v = v := by
  have hA : (1 - s • K) *ᵥ v = v := by
    rw [Matrix.sub_mulVec, Matrix.smul_mulVec, hv, smul_zero, Matrix.one_mulVec, sub_zero]
  have hB : (1 + s • K) *ᵥ v = v := by
    rw [Matrix.add_mulVec, Matrix.smul_mulVec, hv, smul_zero, Matrix.one_mulVec, add_zero]
  calc cayley K s *ᵥ v = (1 - s • K)⁻¹ *ᵥ ((1 + s • K) *ᵥ v) := by
        rw [cayley, Matrix.mulVec_mulVec]
    _ = (1 - s • K)⁻¹ *ᵥ ((1 - s • K) *ᵥ v) := by rw [hB, hA]
    _ = v := by
        rw [Matrix.mulVec_mulVec, Matrix.nonsing_inv_mul _ (isUnit_one_sub hK s),
          Matrix.one_mulVec]

/-- At finite step length no nonzero orbital is sent exactly to its negative. -/
theorem cayley_never_flips {K : Matrix n n ℝ} (hK : Kᵀ = -K) (s : ℝ) {v : n → ℝ}
    (h : cayley K s *ᵥ v = -v) : v = 0 := by
  have h1 : (1 + s • K) *ᵥ v = (1 - s • K) *ᵥ (cayley K s *ᵥ v) := by
    rw [Matrix.mulVec_mulVec, cayley, ← mul_assoc,
      Matrix.mul_nonsing_inv _ (isUnit_one_sub hK s), one_mul]
  rw [h, Matrix.mulVec_neg, Matrix.add_mulVec, Matrix.sub_mulVec, Matrix.one_mulVec] at h1
  funext i
  have h2 := congrFun h1 i
  simp only [Pi.add_apply, Pi.neg_apply, Pi.sub_apply] at h2
  show v i = 0
  linarith

/-- Three orbitals with a generator mixing the first two: the projection onto its kernel is
the projection onto the third orbital. -/
theorem isKernelProjection_witness :
    (!![0, -1, 0; 1, 0, 0; 0, 0, 0] : Matrix (Fin 3) (Fin 3) ℝ)ᵀ
        = -!![0, -1, 0; 1, 0, 0; 0, 0, 0] ∧
      IsKernelProjection (!![0, -1, 0; 1, 0, 0; 0, 0, 0] : Matrix (Fin 3) (Fin 3) ℝ)
        !![0, 0, 0; 0, 0, 0; 0, 0, 1] := by
  refine ⟨?_, ?_, ?_, ?_⟩
  · ext i j
    fin_cases i <;> fin_cases j <;> simp
  · ext i j
    fin_cases i <;> fin_cases j <;> simp
  · ext i j
    fin_cases i <;> fin_cases j <;> simp [Matrix.mul_apply, Fin.sum_univ_three]
  · intro v
    constructor
    · intro h
      have h0 := congrFun h 0
      have h1 := congrFun h 1
      simp [Matrix.mulVec, dotProduct, Fin.sum_univ_three] at h0 h1
      ext i
      fin_cases i <;> simp [Matrix.mulVec, dotProduct, Fin.sum_univ_three] <;> linarith
    · intro h
      have h0 := congrFun h 0
      have h1 := congrFun h 1
      simp [Matrix.mulVec, dotProduct, Fin.sum_univ_three] at h0 h1
      ext i
      fin_cases i <;> simp [Matrix.mulVec, dotProduct, Fin.sum_univ_three] <;> linarith

end CayleyInfiniteStep
```

```lean
#print axioms CayleyInfiniteStep.cayley_tendsto
#print axioms CayleyInfiniteStep.cayley_flips
#print axioms CayleyInfiniteStep.cayley_fixes
#print axioms CayleyInfiniteStep.cayley_never_flips
```

```
'CayleyInfiniteStep.cayley_tendsto' depends on axioms: [propext, Classical.choice, Quot.sound]
'CayleyInfiniteStep.cayley_flips' depends on axioms: [propext, Classical.choice, Quot.sound]
'CayleyInfiniteStep.cayley_fixes' depends on axioms: [propext, Classical.choice, Quot.sound]
'CayleyInfiniteStep.cayley_never_flips' depends on axioms: [propext, Classical.choice, Quot.sound]
```

## Orbitals, generator and projection in the Lean statement

The finite type `n` labels the orbitals of an orthonormal basis, and a vector `v : n → ℝ` holds the real coefficients of one orbital in that basis. It need not be normalised. The matrix `K` generates the orbital rotation, and the hypothesis `hK : Kᵀ = -K` says that it is antisymmetric, as the generator of a rotation of real orthonormal orbitals must be.

The function `cayley K s` is $C(s)$. Its convention has no factor of one half, so a short step is $1+2sK$ to first order in $s$. Lean's matrix inverse is defined even for singular matrices, but `isUnit_one_sub` shows that $1-sK$ is never singular here.

The structure `IsKernelProjection K P` collects the three conditions on $P$: `symm` is $P^T=P$, `idem` is $P^2=P$, and `range` says that $Pv=v$ holds exactly when $Kv=0$. Physically, $P$ picks out the part of an orbital that the rotation leaves unchanged at every step length. The theorem `isKernelProjection_witness` gives an instance with three orbitals, in which $K$ mixes the first two and $P$ projects onto the third.

The main theorem, `cayley_tendsto`, states the limit with `atTop` for $s\to+\infty$ and `𝓝` for the neighbourhoods of $2P-1$. Convergence of matrices means convergence of every entry.

A different model would take $P$ to be Mathlib's orthogonal projection onto the kernel, regarded as a subspace of a Euclidean space. Its existence would then come with the definition for every $K$, and the hypothesis `hP` would disappear; in exchange, the proof would have to translate between linear maps and matrices. In the present form, the existence of $P$ for a general $K$ is left to ordinary linear algebra.

## What an oversized step does to an orbital

Split an orbital as $v=Pv+(1-P)v$. The limiting matrix keeps the first part and reverses the second. An orbital with $Pv=0$ therefore tends to $-v$, which is `cayley_flips`. An orbital that lies partly in the kernel is not simply reversed, even though $K$ acts on it.

For orbital optimisation in a finite real basis with a fixed generator, this means that lengthening a Cayley step does not carry the orbitals round and round: those orthogonal to the kernel approach their own negatives, which describe the same one-electron states. The theorems concern the rotation alone. They contain no energy, no gradient and no rule for choosing $s$, and they do not treat complex orbitals.

## Antisymmetry makes every step an orthogonal matrix

For any $v$, moving $K$ to the other side of the scalar product gives

$$v\cdot Kv=(K^Tv)\cdot v=-\,v\cdot Kv,$$

so $v\cdot Kv=0$. If $(1-sK)v=0$, then $v=sKv$ and $v\cdot v=s\,v\cdot Kv=0$, hence $v=0$. So $1-sK$ is invertible, and replacing $s$ by $-s$ shows the same for $1+sK$. The proof of `isUnit_one_sub` follows this argument: it assumes a zero determinant, obtains a nonzero null vector from it and reaches a contradiction.

Transposition exchanges the signs in front of $K$, so $C(s)^T=(1-sK)(1+sK)^{-1}$. Since $1+sK$ and $1-sK$ commute,

$$C(s)C(s)^T=(1-sK)^{-1}(1-sK)(1+sK)(1+sK)^{-1}=1.$$

This is `cayley_orthogonal`. Its diagonal entries read $\sum_k C(s)_{ik}^2=1$, so every entry of $C(s)$ has absolute value at most one, whatever the step length.

## Inverting $K$ away from its kernel

Because $P^2=P$, each column of $P$ is fixed by $P$ and so lies in the kernel of $K$. Hence $KP=0$. Transposing this gives $-PK=0$, so $PK=0$ as well. These two products are the content of `kernelProjection_mul`.

The matrix $K$ itself may be singular, but $K+P$ is not. First, $P(K+P)=PK+P^2=P$. If $(K+P)v=0$, multiplying by $P$ gives $Pv=0$, and then $Kv=0$. By the condition `range`, $Kv=0$ implies $Pv=v$, so $v=0$.

Write $G=(K+P)^{-1}$. Then $PG=P(K+P)G=P$, and $(K+P)G=1$ becomes

$$KG=1-P.$$

On the orthogonal complement of the kernel, $G$ thus acts as an inverse of $K$. The theorem `mul_inv_add_projection` records both the invertibility and this identity.

## The deviation is a bounded matrix divided by $s$

For $s\neq0$, `cayley_error` gives the distance from the limit exactly:

$$C(s)-(2P-1)=\frac1s\,\bigl(C(s)-1\bigr)G.$$

To verify it, multiply both sides from the left by $1-sK$ and use $(1-sK)C(s)=1+sK$. With $KP=0$, the left side becomes

$$1+sK-(2P-1+sK)=2(1-P).$$

On the right, $(1-sK)(C(s)-1)=(1+sK)-(1-sK)=2sK$, so the product is $s^{-1}\,2sKG=2(1-P)$. The two sides agree, and the invertible factor $1-sK$ can be cancelled. In Lean, `mul_left_cancel` introduces this factor at the start, and `hL` and `hd` are the two computations.

The entries of $C(s)$ lie between $-1$ and $1$, and those of the identity are $0$ or $1$, so each entry of $C(s)-1$ has absolute value at most two. For $s>0$ this gives

$$\bigl|\bigl(C(s)-(2P-1)\bigr)_{ij}\bigr|\le\frac1s\sum_k 2\,|G_{kj}|.$$

The sum does not depend on $s$, so the right side tends to zero. The proof of `cayley_tendsto` reduces the matrix limit to single entries with `tendsto_pi_nhds`, establishes this bound for positive $s$ and concludes with `squeeze_zero'`.

## Reversal in the limit, never at a finite step

If $Pv=0$, then $(2P-1)v=-v$. Applying a matrix to a fixed vector is continuous, so $C(s)v\to-v$; `cayley_flips` composes the matrix limit with this continuous map.

If $Kv=0$, both $1+sK$ and $1-sK$ leave $v$ unchanged. Therefore

$$C(s)v=(1-sK)^{-1}v=(1-sK)^{-1}(1-sK)v=v$$

for every real $s$, which is `cayley_fixes`.

Finally, suppose that $C(s)v=-v$ at some finite $s$. Multiplying by $1-sK$ gives

$$v+sKv=-v+sKv,$$

so $2v=0$ and $v=0$. The theorem `cayley_never_flips` carries out this comparison component by component. A nonzero orbital orthogonal to the kernel thus comes arbitrarily close to its negative as the step grows, but no finite step takes it there.
